# A singlet and a triplet partner of a ground triplet give zero-field tensors of opposite sign

Let a ground triplet be coupled by a nonzero real spin-orbit vector $v$ to one excited state at gap $G>0$. To second order, a singlet partner gives a zero-field tensor that is strictly largest along $\pm v$, and a triplet partner gives one that is strictly smallest there. The levels of the full two-state coupling matrix show the same reversal. In this two-state model, the result fixes the sign with which each kind of excited state enters a spin-orbit calculation of zero-field splitting.

## The two-state model

Indices run over $0,1,2$, as in the code, with $\varepsilon_{012}=1$ and $\hbar=1$.

```lean
import Mathlib

open Matrix

namespace SpinOrbitZeroField

noncomputable section
```

The spin-1 matrices are $(S_k)_{ij}=-i\varepsilon_{kij}$. They act on the Cartesian triplet states $T_0,T_1,T_2$, where $T_k$ has spin projection zero along axis $k$. A program that uses the components $m=1,0,-1$ works in a unitarily rotated basis.

```lean
/-- The Cartesian spin-1 matrices, with entries `(S_k)_ij = -i ε_kij`. -/
def spinMat : Fin 3 → Matrix (Fin 3) (Fin 3) ℂ :=
  ![!![0, 0, 0; 0, 0, -Complex.I; 0, Complex.I, 0],
    !![0, 0, Complex.I; 0, 0, 0; -Complex.I, 0, 0],
    !![0, -Complex.I, 0; Complex.I, 0, 0; 0, 0, 0]]
```

For a real vector $v$, write $v\cdot S=\sum_k v_kS_k$.

```lean
/-- The operator `v·S` for a real vector `v`. -/
def spinAlong (v : Fin 3 → ℝ) : Matrix (Fin 3) (Fin 3) ℂ :=
  ∑ k, (v k : ℂ) • spinMat k
```

A real symmetric tensor $D$, in energy units, defines the zero-field Hamiltonian $H(D)=\sum_{kl}D_{kl}S_kS_l$. Since $\sum_k S_k^2=2\cdot 1$, adding $c\,1$ to $D$ only shifts all levels by $2c$. The sign of $D$ is therefore best expressed by comparing its values along different directions.

```lean
/-- The zero-field Hamiltonian `∑ D_kl S_k S_l`. -/
def zfs (D : Matrix (Fin 3) (Fin 3) ℝ) : Matrix (Fin 3) (Fin 3) ℂ :=
  ∑ k, ∑ l, (D k l : ℂ) • (spinMat k * spinMat l)
```

Only tensors of the form $a\,vv^T$ are needed, with $a$ real.

```lean
/-- The rank-one tensor `a v vᵀ`. -/
def axialD (a : ℝ) (v : Fin 3 → ℝ) : Matrix (Fin 3) (Fin 3) ℝ :=
  Matrix.of fun k l => a * (v k * v l)
```

The same vector $v$ also serves as a triplet state, $\sum_k v_kT_k$, and $vv^T$ as an operator on such states. `cvec` and `dyad` are these complex versions.

```lean
/-- A real vector read as a triplet state in the Cartesian basis. -/
def cvec (v : Fin 3 → ℝ) : Fin 3 → ℂ := fun k => (v k : ℂ)

/-- The matrix `v vᵀ` acting on the triplet states. -/
def dyad (v : Fin 3 → ℝ) : Matrix (Fin 3) (Fin 3) ℂ :=
  Matrix.of fun i j => (v i : ℂ) * (v j : ℂ)
```

The coupling $V$ has one row per ground sublevel and one column per excited sublevel. For a singlet it is the column $v$; for a triplet it is the $3\times3$ matrix $v\cdot S$. Here $v$ stands for the orbital part of the spin-orbit matrix element. With real orbitals that part is purely imaginary, and its factor $i$ can be absorbed into the phase of the excited states.

```lean
/-- The coupling of the three triplet sublevels to one singlet state. -/
def singletCoupling (v : Fin 3 → ℝ) : Matrix (Fin 3) (Fin 1) ℂ :=
  Matrix.of fun k _ => (v k : ℂ)
```

The second-order effective Hamiltonian is taken to be $-VV^\dagger/G$. This is the usual perturbative expression, entered as a definition.

```lean
/-- The second-order term `-V V†/G` of a coupling `V` to states at gap `G ≠ 0`. -/
def secondOrder {m : Type*} [Fintype m] (G : ℝ) (V : Matrix (Fin 3) m ℂ) :
    Matrix (Fin 3) (Fin 3) ℂ :=
  ((-(1 / G) : ℝ) : ℂ) • (V * Vᴴ)
```

A state-interaction program puts spin-free energies on the diagonal, adds the spin-orbit elements and diagonalises. The matrix below does this for two multiplets, with no coupling inside either one. Spin-spin interaction and further excited states, quintets included, are left out.

```lean
/-- The full state-interaction matrix: a triplet at energy 0, excited states at `G`,
and the coupling `V` between them. -/
def stateInteraction {m : Type*} [DecidableEq m] (G : ℝ) (V : Matrix (Fin 3) m ℂ) :
    Matrix (Fin 3 ⊕ m) (Fin 3 ⊕ m) ℂ :=
  fromBlocks 0 V Vᴴ ((G : ℂ) • 1)
```

For a triplet vector $x$ and an energy $E$, the dressed state has ground part $(E-G)x$ and excited part $V^\dagger x$. It is not normalised.

```lean
/-- The state with triplet part `(E - G) x` and excited part `V† x`. -/
def dressed {m : Type*} (G E : ℝ) (V : Matrix (Fin 3) m ℂ) (x : Fin 3 → ℂ) :
    Fin 3 ⊕ m → ℂ :=
  Sum.elim (((E : ℂ) - (G : ℂ)) • x) (Vᴴ *ᵥ x)
```

An energy level requires a nonzero eigenvector.

```lean
/-- `ψ` is a nonzero eigenvector of `H` with energy `E`. -/
def IsLevel {n : Type*} [Fintype n] (H : Matrix n n ℂ) (E : ℝ) (ψ : n → ℂ) : Prop :=
  ψ ≠ 0 ∧ H *ᵥ ψ = (E : ℂ) • ψ
```

Finally, `lowerLevel` is an energy denoted $E_-$ below.

```lean
/-- The energy `(G - √(G² + 4|v|²))/2`. -/
def lowerLevel (G : ℝ) (v : Fin 3 → ℝ) : ℝ :=
  (G - Real.sqrt (G ^ 2 + 4 * (v ⬝ᵥ v))) / 2
```

## (a) Hermiticity of the spin along a vector

Show that, for real $v$,
$$(v\cdot S)^\dagger=v\cdot S.$$

The $(i,j)$ entry of $S_k^\dagger$ is $\overline{-i\varepsilon_{kji}}=i\varepsilon_{kji}=-i\varepsilon_{kij}$, so $S_k^\dagger=S_k$. Real coefficients preserve this. Lean splits the matrix equation into its nine entries with `fin_cases` and simplifies each.

```lean
/-- The operator `v·S` is Hermitian. -/
theorem spinAlong_conjTranspose (v : Fin 3 → ℝ) : (spinAlong v)ᴴ = spinAlong v := by
  ext i j
  fin_cases i <;> fin_cases j <;>
    simp [spinAlong, spinMat, Fin.sum_univ_three]
```

## (b) The square of the spin along a vector

Show that
$$(v\cdot S)^2=|v|^2\,1-vv^T.$$

On a vector $x$, the definition gives
$$[(v\cdot S)x]_i=-i\sum_{kj}\varepsilon_{kij}v_kx_j=i(v\times x)_i.$$
Applying this twice,
$$(v\cdot S)^2x=-v\times(v\times x)=|v|^2x-v(v\cdot x).$$
The Lean proof compares the real and imaginary parts of each entry instead, and `ring` settles the polynomial identities.

```lean
/-- The square of `v·S` is `|v|² 1 - v vᵀ`. -/
theorem spinAlong_sq (v : Fin 3 → ℝ) :
    spinAlong v * spinAlong v = ((v ⬝ᵥ v : ℝ) : ℂ) • 1 - dyad v := by
  ext i j
  fin_cases i <;> fin_cases j <;> apply Complex.ext <;>
    simp [spinAlong, spinMat, dyad, Matrix.mul_apply, dotProduct, Fin.sum_univ_three] <;>
    ring
```

## (c) The Hamiltonian of a rank-one tensor

Show that
$$H(a\,vv^T)=a\,(v\cdot S)^2.$$

The coefficients factorise, and the order of the matrices is kept:
$$\sum_{kl}a\,v_kv_l\,S_kS_l=a\Big(\sum_kv_kS_k\Big)\Big(\sum_lv_lS_l\Big).$$
In Lean, `Finset.sum_mul_sum` expands the product on the right, and the two double sums are matched term by term.

```lean
/-- For `D = a v vᵀ` the zero-field Hamiltonian is `a (v·S)²`. -/
theorem zfs_axialD (a : ℝ) (v : Fin 3 → ℝ) :
    zfs (axialD a v) = (a : ℂ) • (spinAlong v * spinAlong v) := by
  unfold zfs spinAlong
  rw [Finset.sum_mul_sum, Finset.smul_sum]
  refine Finset.sum_congr rfl fun k _ => ?_
  rw [Finset.smul_sum]
  refine Finset.sum_congr rfl fun l _ => ?_
  rw [smul_mul_smul_comm, smul_smul]
  congr 1
  simp [axialD]
```

## (d) The singlet coupling multiplied out

For the singlet column $V=v$, show that
$$VV^\dagger=vv^T.$$

There is one excited state to sum over, so the $(i,j)$ entry is $v_i\overline{v_j}=v_iv_j$.

```lean
/-- For a singlet partner, `V V†` is `v vᵀ`. -/
theorem singletCoupling_mul (v : Fin 3 → ℝ) :
    singletCoupling v * (singletCoupling v)ᴴ = dyad v := by
  ext i j
  simp [singletCoupling, dyad, Matrix.mul_apply]
```

## (e) The action of the dyad

For real $u$, show that
$$(vv^T)u=(v\cdot u)\,v.$$

Component $i$ is $\sum_jv_iv_ju_j=v_i(v\cdot u)$. In particular a nonzero $v$ is an eigenvector with eigenvalue $|v|^2$, and every $u\perp v$ is sent to zero.

```lean
/-- The matrix `v vᵀ` sends `u` to `(v·u) v`. -/
theorem dyad_mulVec (v u : Fin 3 → ℝ) :
    dyad v *ᵥ cvec u = ((v ⬝ᵥ u : ℝ) : ℂ) • cvec v := by
  ext i
  simp [dyad, cvec, Matrix.mulVec, dotProduct, Fin.sum_univ_three]
  ring
```

## (f) The value of the tensor along a direction

Show that
$$u^T(a\,vv^T)u=a\,(u\cdot v)^2.$$

The left side is $a\sum_{kl}u_kv_kv_lu_l$, which is $a$ times the product of two equal sums. Lean writes out the three components and finishes with `ring`.

```lean
/-- The value of the tensor `a v vᵀ` along `u` is `a (u·v)²`. -/
theorem axialD_value (a : ℝ) (v u : Fin 3 → ℝ) :
    u ⬝ᵥ (axialD a v *ᵥ u) = a * (u ⬝ᵥ v) ^ 2 := by
  simp [axialD, Matrix.mulVec, dotProduct, Fin.sum_univ_three]
  ring
```

## (g) Opposite signs at second order

For $G>0$, show that the singlet and triplet partners give, respectively,
$$-\frac{vv^T}{G}=H\!\left(+\frac{vv^T}{G}\right)-\frac{|v|^2}{G}\,1,\qquad -\frac{(v\cdot S)^2}{G}=H\!\left(-\frac{vv^T}{G}\right).$$
Show also that, if $|u|=|v|$ and $u\neq\pm v$, then
$$\frac{(u\cdot v)^2}{G}<\frac{|v|^4}{G},\qquad -\frac{|v|^4}{G}<-\frac{(u\cdot v)^2}{G}.$$

For the singlet, (b) gives $vv^T=|v|^2\,1-(v\cdot S)^2$. Dividing by $-G$ and using (c) yields the first equation. The second is (c) with $a=-1/G$.

For the inequalities, $u\mp v$ are nonzero and $|u|=|v|$, so
$$|u-v|^2=2(|v|^2-u\cdot v)>0,\qquad |u+v|^2=2(|v|^2+u\cdot v)>0.$$
Multiplying the two brackets gives $|v|^4-(u\cdot v)^2>0$, and division by $G$ gives both claims. If $v=0$, both tensors vanish and no such $u$ exists.

As a simple case, take $v=(0,0,\zeta)$ with $\zeta\neq0$. The singlet lowers $T_2$, the $m=0$ state along $v$, by $\zeta^2/G$. The triplet lowers $T_0$ and $T_1$ by the same amount and leaves $T_2$ in place.

The theorem's three parts are the two operator equations and the pair of inequalities. `module` collects the scalar multiples in the singlet case; in the triplet case (a) turns $VV^\dagger$ into $(v\cdot S)^2$. The facts `p'` and `q'` are the two positive brackets, and `nlinarith` uses their product.

```lean
/-- To second order, at a gap `G > 0` and up to a constant, a singlet partner gives `D = +v vᵀ/G`
and a triplet partner `D = -v vᵀ/G`. Among vectors as long as `v`, the first is strictly largest and
the second strictly smallest along `±v`. -/
theorem opposite_zero_field_signs {G : ℝ} (hG : 0 < G) (v : Fin 3 → ℝ) :
    secondOrder G (singletCoupling v)
        = zfs (axialD (1 / G) v) - ((1 / G * (v ⬝ᵥ v) : ℝ) : ℂ) • 1 ∧
    secondOrder G (spinAlong v) = zfs (axialD (-(1 / G)) v) ∧
    ∀ u : Fin 3 → ℝ, u ⬝ᵥ u = v ⬝ᵥ v → u ≠ v → u ≠ -v →
      u ⬝ᵥ (axialD (1 / G) v *ᵥ u) < v ⬝ᵥ (axialD (1 / G) v *ᵥ v) ∧
      v ⬝ᵥ (axialD (-(1 / G)) v *ᵥ v) < u ⬝ᵥ (axialD (-(1 / G)) v *ᵥ u) := by
  refine ⟨?_, ?_, ?_⟩
  · rw [zfs_axialD, spinAlong_sq, secondOrder, singletCoupling_mul]
    simp only [Complex.ofReal_neg, Complex.ofReal_mul]
    module
  · rw [zfs_axialD, secondOrder, spinAlong_conjTranspose]
  · intro u hu h1 h2
    have pos : ∀ x : Fin 3 → ℝ, x ≠ 0 → 0 < x ⬝ᵥ x := fun x hx =>
      lt_of_le_of_ne (Finset.sum_nonneg fun i _ => mul_self_nonneg (x i))
        fun h => hx (dotProduct_self_eq_zero.mp h.symm)
    -- |u - v|² and |u + v|² are positive, so (u·v)² < |v|⁴
    have p := pos (u - v) (sub_ne_zero.mpr h1)
    have q := pos (u + v) fun h => h2 (eq_neg_of_add_eq_zero_left h)
    simp only [sub_dotProduct, dotProduct_sub] at p
    simp only [add_dotProduct, dotProduct_add] at q
    have c := dotProduct_comm v u
    have p' : 0 < v ⬝ᵥ v - u ⬝ᵥ v := by linarith
    have q' : 0 < v ⬝ᵥ v + u ⬝ᵥ v := by linarith
    have key : (u ⬝ᵥ v) ^ 2 < (v ⬝ᵥ v) ^ 2 := by nlinarith [mul_pos p' q']
    have hg := mul_lt_mul_of_pos_left key (one_div_pos.mpr hG)
    simp only [axialD_value]
    exact ⟨hg, by linarith⟩
```

## (h) From a triplet vector to an exact eigenstate

Let $VV^\dagger x=s\,x$ with $x\neq0$ and $s$ real, and let $E\neq G$ satisfy $E(E-G)=s$. Show that
$$\begin{pmatrix}0&V\\V^\dagger&G\end{pmatrix}\begin{pmatrix}(E-G)x\\V^\dagger x\end{pmatrix}=E\begin{pmatrix}(E-G)x\\V^\dagger x\end{pmatrix}.$$

The upper row is $VV^\dagger x=s\,x=E(E-G)x$. The lower row is $(E-G)V^\dagger x+G\,V^\dagger x=E\,V^\dagger x$. The vector is nonzero because $(E-G)x\neq0$.

Its squared norm is $\big((E-G)^2+s\big)|x|^2$, so after normalisation the excited state has weight $s/\big((E-G)^2+s\big)$.

The Lean proof first shows that the state is nonzero, then uses `fromBlocks_mulVec` to separate the two rows. The excited space may have any finite dimension, so the lemma covers both partners.

```lean
/-- If `V V† x = s x` with `x ≠ 0`, and `E (E - G) = s` with `E ≠ G`, then the dressed
state of `x` is an exact eigenstate of the state-interaction matrix with energy `E`. -/
theorem dressed_isLevel {m : Type*} [Fintype m] [DecidableEq m] {G E s : ℝ}
    {V : Matrix (Fin 3) m ℂ} {x : Fin 3 → ℂ} (hx : x ≠ 0) (hEG : E ≠ G)
    (hs : (V * Vᴴ) *ᵥ x = (s : ℂ) • x) (hE : E * (E - G) = s) :
    IsLevel (stateInteraction G V) E (dressed G E V x) := by
  constructor
  · intro h
    have h0 : ((E : ℂ) - (G : ℂ)) • x = 0 := funext fun i => congrFun h (Sum.inl i)
    rcases smul_eq_zero.mp h0 with h1 | h1
    · exact hEG (by exact_mod_cast sub_eq_zero.mp h1)
    · exact hx h1
  · have hE' : (E : ℂ) * ((E : ℂ) - (G : ℂ)) = (s : ℂ) := by exact_mod_cast hE
    unfold stateInteraction dressed
    rw [fromBlocks_mulVec]
    ext i
    rcases i with i | i
    · simp only [Sum.elim_comp_inl, Sum.elim_comp_inr, zero_mulVec, zero_add,
        mulVec_mulVec, hs, Sum.elim_inl, Pi.smul_apply, smul_eq_mul]
      rw [← hE']
      ring
    · simp only [Sum.elim_comp_inl, Sum.elim_comp_inr, mulVec_smul, smul_mulVec,
        one_mulVec, Sum.elim_inr, Pi.add_apply, Pi.smul_apply, smul_eq_mul]
      ring
```

## (i) The reversed levels of the full matrix

Let $v$ and $u$ be nonzero with $u\perp v$, and let $G>0$. Show that
$$E_-=\frac{G-\sqrt{G^2+4|v|^2}}{2}<0$$
and that the dressed states have these energies:

| Partner | built from $v$ | built from $u$ |
|---|---|---|
| singlet | $E_-$ | $0$ |
| triplet | $0$ | $E_-$ |

Since $v\neq0$, the square root exceeds $G$, so $E_-<0$ and $E_-\neq G$. Squaring the root confirms $E_-(E_--G)=|v|^2$. For the singlet, (d) and (e) give $VV^\dagger v=|v|^2v$ and $VV^\dagger u=0$. For the triplet, (a), (b) and (e) give $VV^\dagger u=|v|^2u$ and $VV^\dagger v=0$. Part (h) then applies with $s=|v|^2$, $E=E_-$ or with $s=0$, $E=0$.

When $|v|\ll G$, the relation $E_-=-|v|^2/(G-E_-)$ reduces to $E_-\approx-|v|^2/G$, the shift found in (g).

In the code, `hsec` is the quadratic equation for $E_-$, and the last four bullets supply the eigenvector equations for $VV^\dagger$. The theorem identifies these levels and does not list the whole spectrum.

```lean
/-- Exact levels for `G > 0` and nonzero `v`, `u` with `u ⟂ v`: a singlet partner puts the state
dressed from `v` at the negative energy `lowerLevel G v` and that from `u` at 0; a triplet partner
does the reverse. -/
theorem exact_levels {G : ℝ} (hG : 0 < G) {v u : Fin 3 → ℝ} (hv : v ≠ 0) (hu : u ≠ 0)
    (huv : v ⬝ᵥ u = 0) :
    lowerLevel G v < 0 ∧
    IsLevel (stateInteraction G (singletCoupling v)) (lowerLevel G v)
      (dressed G (lowerLevel G v) (singletCoupling v) (cvec v)) ∧
    IsLevel (stateInteraction G (singletCoupling v)) 0
      (dressed G 0 (singletCoupling v) (cvec u)) ∧
    IsLevel (stateInteraction G (spinAlong v)) (lowerLevel G v)
      (dressed G (lowerLevel G v) (spinAlong v) (cvec u)) ∧
    IsLevel (stateInteraction G (spinAlong v)) 0
      (dressed G 0 (spinAlong v) (cvec v)) := by
  have hn : 0 < v ⬝ᵥ v :=
    lt_of_le_of_ne (Finset.sum_nonneg fun i _ => mul_self_nonneg (v i))
      fun h => hv (dotProduct_self_eq_zero.mp h.symm)
  have hc : ∀ x : Fin 3 → ℝ, x ≠ 0 → cvec x ≠ 0 := fun x hx h =>
    hx (funext fun k => by simpa [cvec] using congrFun h k)
  have hr : G < Real.sqrt (G ^ 2 + 4 * (v ⬝ᵥ v)) :=
    (Real.lt_sqrt hG.le).mpr (by linarith)
  have hneg : lowerLevel G v < 0 := by unfold lowerLevel; linarith
  -- the level solves the secular equation E (E - G) = |v|²
  have hsec : lowerLevel G v * (lowerLevel G v - G) = v ⬝ᵥ v := by
    have h := Real.sq_sqrt (show 0 ≤ G ^ 2 + 4 * (v ⬝ᵥ v) by positivity)
    unfold lowerLevel
    linear_combination h / 4
  have hne : lowerLevel G v ≠ G := by linarith [hneg, hG] |> ne_of_lt
  refine ⟨hneg, dressed_isLevel (hc v hv) hne ?_ hsec,
    dressed_isLevel (s := 0) (hc u hu) hG.ne ?_ (by ring),
    dressed_isLevel (hc u hu) hne ?_ hsec,
    dressed_isLevel (s := 0) (hc v hv) hG.ne ?_ (by ring)⟩
  · rw [singletCoupling_mul, dyad_mulVec]
  · rw [singletCoupling_mul, dyad_mulVec, huv]
    simp
  · rw [spinAlong_conjTranspose, spinAlong_sq, sub_mulVec, smul_mulVec, one_mulVec,
      dyad_mulVec, huv]
    simp
  · rw [spinAlong_conjTranspose, spinAlong_sq, sub_mulVec, smul_mulVec, one_mulVec,
      dyad_mulVec]
    simp

end

end SpinOrbitZeroField
```

```lean
#print axioms SpinOrbitZeroField.opposite_zero_field_signs
#print axioms SpinOrbitZeroField.exact_levels
```

```
'SpinOrbitZeroField.opposite_zero_field_signs' depends on axioms: [propext, Classical.choice, Quot.sound]
'SpinOrbitZeroField.exact_levels' depends on axioms: [propext, Classical.choice, Quot.sound]
```
